# Orthonormality of cluster products on a finite two-species lattice under the uniform average

On a finite set of sites, each carrying a spin of 1 or −1, the cluster product of a set of sites is the product of their spins. The theorem says that the product of two cluster products, averaged with equal weight over all configurations, is 1 if the two clusters are the same set and 0 otherwise. The proof turns the sum over configurations into a product of two-term sums, one for each site. For equal clusters every factor is 2, which cancels the normalisation; for different clusters, a site belonging to only one of them gives a factor of zero.

An attempt in Lean 4 with a fault in it:

```lean
import Mathlib

open Finset

namespace ClusterExpansion

noncomputable section

variable {ι : Type*} [Fintype ι] [DecidableEq ι]

/-- A configuration assigns one of two species (or spin directions) to every site. -/
abbrev Config (ι : Type*) := ι → Bool

/-- The spin value, `1` or `-1`, of a site occupation. -/
def spin : Bool → ℝ
  | true => 1
  | false => -1

/-- The cluster product: the product of the spins on the sites of the cluster `S`. -/
def cluster (S : Finset ι) (s : Config ι) : ℝ := ∏ i ∈ S, spin (s i)

/-- The uniform average over all `2 ^ N` configurations. -/
def avg (f : Config ι → ℝ) : ℝ := (∑ s, f s) / 2 ^ Fintype.card ι

/-- Cluster products are orthonormal under the uniform average. -/
theorem cluster_orthonormal (S T : Finset ι) :
    avg (fun s => cluster S s * cluster T s) = if S = T then 1 else 0 := by
  -- the sum over configurations factorises into independent sums over each site
  have h : ∑ s : Config ι, cluster S s * cluster T s =
      ∏ i, ∑ b : Bool, (if i ∈ S then spin b else 1) * (if i ∈ T then spin b else 1) := by
    rw [Finset.prod_univ_sum, Fintype.piFinset_univ]
    refine Finset.sum_congr rfl fun s _ => ?_
    rw [Finset.prod_mul_distrib]
    simp [cluster, Finset.prod_ite_mem]
  unfold avg
  rw [h]
  by_cases hST : S = T
  · subst hST
    have h2 : ∀ i, ∑ b : Bool,
        (if i ∈ S then spin b else 1) * (if i ∈ S then spin b else 1) = 2 := by
      intro i
      by_cases hi : i ∈ S <;> simp [hi, spin] <;> norm_num
    rw [Finset.prod_congr rfl (fun i _ => h2 i)]
    simp
  · -- a site belonging to only one of the clusters averages to zero
    obtain ⟨i, hi⟩ : ∃ i, ¬(i ∈ S ↔ i ∈ T) := by
      by_contra hc
      exact hST (Finset.ext fun i => by
        by_contra hi
        exact hc ⟨i, hi⟩)
    have h0 : ∑ b : Bool,
        (if i ∈ S then spin b else 1) * (if i ∈ T then spin b else 1) = 0 := by
      by_cases h1 : i ∈ S <;> by_cases h2 : i ∈ T <;>
        first
        | exact absurd (by simp [h1, h2]) hi
        | simp [h1, h2, spin]
    rw [Finset.prod_eq_zero (Finset.mem_univ i) h0, if_neg hST, zero_div]

end

end ClusterExpansion
```

Compiling this gives:

```
Main.lean:55:24: error: unsolved goals
ι : Type u_1
inst✝¹ : Fintype ι
inst✝ : DecidableEq ι
S T : Finset ι
h : ∑ s, cluster S s * cluster T s = ∏ i, ∑ b, (if i ∈ S then spin b else 1) * if i ∈ T then spin b else 1
hST : ¬S = T
i : ι
hi : ¬(i ∈ S ↔ i ∈ T)
h1 : i ∈ S
h2 : i ∉ T
⊢ False
Main.lean:55:24: error: unsolved goals
ι : Type u_1
inst✝¹ : Fintype ι
inst✝ : DecidableEq ι
S T : Finset ι
h : ∑ s, cluster S s * cluster T s = ∏ i, ∑ b, (if i ∈ S then spin b else 1) * if i ∈ T then spin b else 1
hST : ¬S = T
i : ι
hi : ¬(i ∈ S ↔ i ∈ T)
h1 : i ∉ S
h2 : i ∈ T
⊢ False
```

Both messages come from the `by simp [h1, h2]` inside `absurd`, in the two cases where `i` lies in exactly one cluster. There `i ∈ S ↔ i ∈ T` is false, so `simp` reduces it to `False` and stops. The `first` block was meant to move on to `simp [h1, h2, spin]`, which computes the zero sum. But when a `by` block nested in a term ends with goals left over, Lean logs the error and fills the gap instead of throwing an exception. So `exact` appeared to succeed, and `first` never tried the second alternative.

The repair runs the same argument as tactics: `exfalso; apply hi` makes the equivalence the goal, and `done` fails if `simp` leaves anything behind. `first` can catch that failure and go on to the spin calculation. When `i` is in both clusters or neither, `simp` proves the equivalence, contradicting `hi`.

Moving `norm_num` to its own line is mere tidying; it still finishes the one goal `simp` leaves there.

The repair, with which the file compiles:

```diff
@@ -40,5 +40,6 @@
         (if i ∈ S then spin b else 1) * (if i ∈ S then spin b else 1) = 2 := by
       intro i
-      by_cases hi : i ∈ S <;> simp [hi, spin] <;> norm_num
+      by_cases hi : i ∈ S <;> simp [hi, spin]
+      norm_num
     rw [Finset.prod_congr rfl (fun i _ => h2 i)]
     simp
@@ -53,5 +54,5 @@
       by_cases h1 : i ∈ S <;> by_cases h2 : i ∈ T <;>
         first
-        | exact absurd (by simp [h1, h2]) hi
+        | (exfalso; apply hi; simp [h1, h2]; done)
         | simp [h1, h2, spin]
     rw [Finset.prod_eq_zero (Finset.mem_univ i) h0, if_neg hST, zero_div]
```
